# Fourier blocks multiply when the left factor is invariant under lattice translations

On a ring of `N` cells, with `N` nonzero and a finite set of internal labels in each cell, take two complex supercell matrices `M` and `K`. The Fourier block at momentum `k` is the sum over cells `R`, without a normalising factor, of the phase exp(−2πi`Rk`/`N`) times the block that couples cell `R` to cell 0. `fourierBlock_mul` states that the Fourier block of `M * K` is the product of the Fourier blocks of `M` and `K`, provided `M` is unchanged when both its cells are shifted together; `K` may be any matrix. The proof first shows, as `key`, that moving the column cell of `M` from 0 to `S` multiplies its Fourier sum by one phase, and then uses this inside the matrix product and reorders the sums.

An attempt in Lean 4 with a fault in it:

```lean
import Mathlib

open Matrix

namespace PeriodicRingDoubles

noncomputable section

variable {N : ℕ} {ι : Type*}

/-- A supercell matrix is block-circulant if it is unchanged when both cells are translated
by the same lattice vector. -/
def IsBlockCirculant (M : Matrix (ZMod N × ι) (ZMod N × ι) ℂ) : Prop :=
  ∀ (R S S' : ZMod N) (i j : ι), M (S + R, i) (S' + R, j) = M (S, i) (S', j)

/-- The Fourier block at momentum transfer `k`: the phase-weighted sum over cells `R` of the blocks
coupling cell `R` to the home cell. -/
def fourierBlock [NeZero N] (M : Matrix (ZMod N × ι) (ZMod N × ι) ℂ) (k : ZMod N) :
    Matrix ι ι ℂ :=
  Matrix.of fun i j => ∑ R : ZMod N, ZMod.stdAddChar (-(R * k)) * M (R, i) (0, j)

variable [NeZero N] [Fintype ι]

/-- If the left factor is block-circulant, the Fourier block of a product is the product of
the Fourier blocks. -/
theorem fourierBlock_mul {M : Matrix (ZMod N × ι) (ZMod N × ι) ℂ} (hM : IsBlockCirculant M)
    (K : Matrix (ZMod N × ι) (ZMod N × ι) ℂ) (k : ZMod N) :
    fourierBlock (M * K) k = fourierBlock M k * fourierBlock K k := by
  ext i j
  simp only [fourierBlock, Matrix.of_apply, Matrix.mul_apply, Fintype.sum_prod_type]
  -- moving the column cell from `0` to `S` costs one Bloch phase
  have key : ∀ (S : ZMod N) (l : ι),
      ∑ R : ZMod N, ZMod.stdAddChar (-(R * k)) * M (R, i) (S, l) =
        ZMod.stdAddChar (-(S * k)) *
          ∑ R : ZMod N, ZMod.stdAddChar (-(R * k)) * M (R, i) (0, l) := by
    intro S l
    refine (Equiv.sum_comp (Equiv.addRight S) _).symm.trans ?_
    rw [Finset.mul_sum]
    refine Finset.sum_congr rfl fun R _ => ?_
    show ZMod.stdAddChar (-((R + S) * k)) * M (R + S, i) (S, l) = _
    have h := hM S R 0 i l
    rw [zero_add] at h
    rw [h, show -((R + S) * k) = -(S * k) + -(R * k) by ring, AddChar.map_add_eq_mul]
    ring
  trans ∑ S : ZMod N, ∑ l : ι,
      (∑ R : ZMod N, ZMod.stdAddChar (-(R * k)) * M (R, i) (S, l)) * K (S, l) (0, j)
  · simp only [Finset.mul_sum, Finset.sum_mul]
    refine Finset.sum_comm.trans (Finset.sum_congr rfl fun S _ => ?_)
    refine Finset.sum_comm.trans (Finset.sum_congr rfl fun l _ => ?_)
    exact Finset.sum_congr rfl fun R _ => by ring
  · simp only [key]
    refine Finset.sum_comm.trans (Finset.sum_congr rfl fun l _ => ?_)
    rw [Finset.mul_sum]
    exact Finset.sum_congr rfl fun S _ => by ring

end

end PeriodicRingDoubles
```

Messages:

```
Main.lean:51:4: error: Tactic `simp` failed with a nested error:
maximum recursion depth has been reached
use `set_option maxRecDepth <num>` to increase limit
use `set_option diagnostics true` to get diagnostic information
```

This version goes through:

```diff
@@ -49,8 +49,9 @@
     refine Finset.sum_comm.trans (Finset.sum_congr rfl fun l _ => ?_)
     exact Finset.sum_congr rfl fun R _ => by ring
-  · simp only [key]
-    refine Finset.sum_comm.trans (Finset.sum_congr rfl fun l _ => ?_)
+  · refine Finset.sum_comm.trans (Finset.sum_congr rfl fun l _ => ?_)
     rw [Finset.mul_sum]
-    exact Finset.sum_congr rfl fun S _ => by ring
+    refine Finset.sum_congr rfl fun S _ => ?_
+    rw [key S l]
+    ring
 
 end
```

What went wrong. The error says that `simp only [key]` reached the maximum recursion depth. As a rewrite rule from left to right, `key` can be applied to its own result. Its left side is the Fourier sum with column cell `S`, for any `S`, and its right side contains the same sum with column cell `0`. That sum matches the left side again with `S := 0`, so `simp` puts another phase, `ZMod.stdAddChar (-(0 * k))`, in front of it and finds the same sum still there. The rewriting never ends.

The repair uses `rw [key S l]`, which rewrites the sum for the given `S` and `l` and does not go back to simplify the result. Since `S` and `l` are bound by the outer sums, the proof must first bring them into scope. It therefore exchanges the sums, distributes the product with `Finset.mul_sum`, and compares the terms one by one before it rewrites. What remains is a rearrangement of factors, which `ring` closes.
